# The one-loop QED Landau pole with sharp fermion thresholds is unique and never rises when fermions are added

## A sharp switch at each mass

Charged fermions screen electric charge in QED, so the one-loop coupling grows with the scale $\mu$ and, extrapolated far enough, diverges. To say where, one needs a rule for when a massive fermion starts to contribute. The rule taken here is a sharp switch: a fermion of mass $m_f$ does nothing for $\mu<m_f$ and runs as a massless one for $\mu>m_f$. The smooth turn-on of the true vacuum polarization near $\mu\sim m_f$ is thereby idealised away.

Let $\alpha>0$ be the coupling below all thresholds, and let $S$ be a finite set of fermions with masses $m_f>0$ and weights $c_f>0$. For a Dirac fermion, $c_f$ is the squared charge in units of the elementary charge, times the number of colours. It is positive for every charged fermion. The inverse coupling at scale $\mu$ is then

$$A_S(\mu)=\frac1\alpha-\frac{2}{3\pi}L_S(\mu),\qquad L_S(\mu)=\sum_{f\in S}c_f\max\bigl(0,\ln(\mu/m_f)\bigr).$$

A Landau pole is a scale $\mu>0$ with $A_S(\mu)=0$.

## The slope between thresholds

Put $t=\ln\mu$. Each term of $L_S$ is $c_f\max(0,t-\ln m_f)$. Near a point with $m_f<\mu$ this is linear in $t$ with slope $c_f$; near a point with $m_f>\mu$ it is zero. Away from the masses, therefore,

$$\frac{dA_S}{dt}=-\frac{2}{3\pi}\sum_{f\in S,\;m_f<\mu}c_f,$$

which is the one-loop renormalization group equation with the active fermions only. At $\mu=m_f$ the graph has a kink, so thresholds are excluded.

## What is claimed about the pole

In Lean, fermions are labelled by a type `ι`, the functions `c` and `m` give weights and masses, and `S` and `T` are finite sets of labels. `screening` is $L_S$ and `invCoupling` is $A_S$. The letter `α` always means the fixed low-energy coupling, not the running $\alpha(\mu)$ of textbooks, which is $1/A_S(\mu)$ here.

The theorems say the following, for $\alpha>0$ and positive weights and masses.

- `existsUnique_landauPole`: if $S$ is nonempty, there is exactly one Landau pole $\mu_S$.
- `landauPole_antitone`: if $S\subseteq T$, then $\mu_T\le\mu_S$. In the code these poles are `ν` and `μ`.
- `landauPole_eq_iff`: in that situation $\mu_T=\mu_S$ exactly when every fermion in $T$ but not in $S$ has mass at least $\mu_S$.
- `landauPole_single`: one fermion with $c_f=1$ has its pole at $m_f\exp(3\pi/(2\alpha))$ and nowhere else.

The slope formula is `hasDerivAt_invCoupling`.

The comparison of $S$ with $T$ keeps the same `α`, `c` and `m`: the low-energy coupling is held fixed while fermions are added.

The definition `IsLandauPole` includes `0 < μ` for a reason peculiar to Lean. There the real logarithm of a negative number is the logarithm of its absolute value, so $-\mu_S$ would otherwise count as a second zero.

Besides the sharp thresholds, the model departs from real QED by using the one-loop formula all the way up to the pole. The coupling becomes large on the way, and higher orders can no longer be neglected. The result locates a divergence of the one-loop formula and leaves open whether full QED has one. The formula stops being a reliable approximation already below the pole, where the coupling is no longer small.

## Locating the zero

Write $K=3\pi/(2\alpha)>0$.

**Zero condition.** $A_S(\mu)=0$ means $\frac{2}{3\pi}L_S(\mu)=\frac1\alpha$, that is, $L_S(\mu)=K$.

**Strict growth.** Suppose $L_S(\mu)>0$ and $\nu>\mu>0$. Some term is positive, so some fermion has $m_f<\mu$. Its term grows by $c_f\ln(\nu/\mu)>0$ between $\mu$ and $\nu$, and no other term falls. Hence $L_S(\nu)>L_S(\mu)$.

**Ordering.** Let $S\subseteq T$ have poles $\mu_S$ and $\mu_T$. The extra terms are nonnegative, so $L_T(\mu_S)\ge L_S(\mu_S)=K>0$. If $\mu_T>\mu_S$, strict growth would give $L_T(\mu_T)>L_T(\mu_S)\ge K$, contradicting $L_T(\mu_T)=K$. So $\mu_T\le\mu_S$.

**Uniqueness.** With $T=S$, any two poles are each at most the other, hence equal.

**Existence.** Let $e$ label a lightest fermion in $S$; as in the code, $e$ is only a label, not a charge. At $\mu=m_e$ every $\ln(m_e/m_f)\le0$, so $L_S(m_e)=0$. At $M=m_e\exp(K/c_e)$ the term of $e$ is $c_e\cdot K/c_e=K$ and the others are nonnegative, so $L_S(M)\ge K$. Since $L_S$ is continuous on $[m_e,M]$, it takes the value $K$ there.

**Equality.** At the old pole,

$$L_T(\mu_S)-K=\sum_{f\in T\setminus S}c_f\max\bigl(0,\ln(\mu_S/m_f)\bigr).$$

If some added fermion has $m_f<\mu_S$, the right side is positive, so $\mu_S$ is not a pole of $T$. If all added fermions have $m_f\ge\mu_S$, it is zero, so $\mu_S$ is a pole of $T$ and by uniqueness the only one.

**One fermion.** For $c_f=1$ the condition is $\max(0,\ln(\mu/m_f))=K$. As $K>0$, this gives $\mu=m_f\exp K$.

## A worked example with two fermions

Take $\alpha=3\pi/20\approx0.471$, chosen only to make $K=10$. A fermion of unit weight and mass $1$, in arbitrary units, has its pole at $\exp(10)\approx22026$.

Add a second fermion of unit weight and mass $\exp(4)\approx54.6$. With both active and $t=\ln\mu$, the condition is $t+(t-4)=10$, so $t=7$. This exceeds $4$, as assumed, and the pole has dropped to $\exp(7)\approx1097$. Had the second mass been $\exp(12)$, it would have lain above the old pole, which would have stayed at $\exp(10)$.

## The Lean source

```lean
import Mathlib

open scoped Real

namespace LandauPoleThresholds

noncomputable section

variable {ι : Type*} {α μ ν : ℝ} {c m : ι → ℝ} {S T : Finset ι}

/-- The threshold sum of logarithms `∑ c_f max(0, ln(μ/m_f))` over the fermions in `S`,
for a scale `μ > 0` and masses `m_f > 0`. -/
def screening (c m : ι → ℝ) (S : Finset ι) (μ : ℝ) : ℝ :=
  ∑ f ∈ S, c f * max 0 (Real.log (μ / m f))

/-- The one-loop inverse coupling at the scale `μ > 0`, where `α ≠ 0` is the coupling below all
thresholds and the masses are positive. -/
def invCoupling (α : ℝ) (c m : ι → ℝ) (S : Finset ι) (μ : ℝ) : ℝ :=
  1 / α - 2 / (3 * π) * screening c m S μ

/-- A Landau pole is a positive scale at which the inverse coupling vanishes. -/
def IsLandauPole (α : ℝ) (c m : ι → ℝ) (S : Finset ι) (μ : ℝ) : Prop :=
  0 < μ ∧ invCoupling α c m S μ = 0

/-- Renormalization group equation: for positive masses and away from every threshold, the slope
of the inverse coupling in `t = ln μ` is `-2/(3π)` times the total weight of the fermions
lighter than `μ`. -/
theorem hasDerivAt_invCoupling (α : ℝ) {t : ℝ} (hm : ∀ f ∈ S, 0 < m f)
    (hne : ∀ f ∈ S, Real.exp t ≠ m f) :
    HasDerivAt (fun s => invCoupling α c m S (Real.exp s))
      (-(2 / (3 * π) * ∑ f ∈ S with m f < Real.exp t, c f)) t := by
  have key : ∀ f ∈ S, HasDerivAt (fun s => c f * max 0 (Real.log (Real.exp s / m f)))
      (if m f < Real.exp t then c f else 0) t := by
    intro f hf
    have hlog : ∀ s, Real.log (Real.exp s / m f) = s - Real.log (m f) := fun s => by
      rw [Real.log_div (Real.exp_ne_zero s) (hm f hf).ne', Real.log_exp]
    simp only [hlog]
    split_ifs with h
    · -- an active fermion contributes a linear function of `t`
      have hlt : Real.log (m f) < t := (Real.log_lt_iff_lt_exp (hm f hf)).2 h
      have hd : HasDerivAt (fun s => c f * (s - Real.log (m f))) (c f) t :=
        (((hasDerivAt_id' t).sub_const (Real.log (m f))).const_mul (c f)).congr_deriv (mul_one _)
      refine hd.congr_of_eventuallyEq ?_
      filter_upwards [Ioi_mem_nhds hlt] with s hs
      have hs' : Real.log (m f) < s := hs
      rw [max_eq_right (by linarith)]
    · -- a fermion above the scale is decoupled
      have hlt : t < Real.log (m f) :=
        (Real.lt_log_iff_exp_lt (hm f hf)).2 (lt_of_le_of_ne (not_lt.mp h) (hne f hf))
      refine (hasDerivAt_const t (0 : ℝ)).congr_of_eventuallyEq ?_
      filter_upwards [Iio_mem_nhds hlt] with s hs
      have hs' : s < Real.log (m f) := hs
      rw [max_eq_left (by linarith), mul_zero]
  rw [Finset.sum_filter]
  exact ((HasDerivAt.fun_sum key).const_mul (2 / (3 * π))).const_sub (1 / α)

/-- For `α ≠ 0` the inverse coupling vanishes exactly when the screening sum reaches
`3π/(2α)`. -/
theorem invCoupling_eq_zero_iff (hα : α ≠ 0) :
    invCoupling α c m S μ = 0 ↔ screening c m S μ = 3 * π / (2 * α) := by
  have hπ : π ≠ 0 := Real.pi_ne_zero
  have e : 2 / (3 * π) * (3 * π / (2 * α)) = 1 / α := by field_simp
  have h0 : 2 / (3 * π) ≠ 0 := by positivity
  unfold invCoupling
  constructor
  · intro h
    exact mul_left_cancel₀ h0 (by linarith)
  · intro h
    rw [h, e, sub_self]

/-- For positive weights and masses, the screening sum increases strictly with the scale `μ > 0`
once the sum is positive. -/
theorem screening_lt (hc : ∀ f ∈ S, 0 < c f) (hm : ∀ f ∈ S, 0 < m f) (hμ : 0 < μ)
    (h : μ < ν) (hpos : 0 < screening c m S μ) :
    screening c m S μ < screening c m S ν := by
  have hlog : ∀ f ∈ S, Real.log (μ / m f) < Real.log (ν / m f) := fun f hf =>
    Real.log_lt_log (div_pos hμ (hm f hf)) (div_lt_div_of_pos_right h (hm f hf))
  -- a positive sum has an active fermion
  obtain ⟨f, hf, hne⟩ := Finset.exists_ne_zero_of_sum_ne_zero hpos.ne'
  have hact : 0 < Real.log (μ / m f) := by
    by_contra hn
    exact hne (by rw [max_eq_left (not_lt.mp hn), mul_zero])
  have hstrict : c f * max 0 (Real.log (μ / m f)) < c f * max 0 (Real.log (ν / m f)) := by
    rw [max_eq_right hact.le, max_eq_right (hact.trans (hlog f hf)).le]
    exact mul_lt_mul_of_pos_left (hlog f hf) (hc f hf)
  exact Finset.sum_lt_sum (fun g hg => mul_le_mul_of_nonneg_left
    (max_le_max le_rfl (hlog g hg).le) (hc g hg).le) ⟨f, hf, hstrict⟩

/-- For `α > 0` and positive weights and masses, adding fermions never raises the Landau pole. -/
theorem landauPole_antitone (hα : 0 < α) (hc : ∀ f ∈ T, 0 < c f) (hm : ∀ f ∈ T, 0 < m f)
    (hST : S ⊆ T) (hS : IsLandauPole α c m S μ) (hT : IsLandauPole α c m T ν) : ν ≤ μ := by
  have hK : 0 < 3 * π / (2 * α) := by positivity
  have h1 := (invCoupling_eq_zero_iff hα.ne').1 hS.2
  have h2 := (invCoupling_eq_zero_iff hα.ne').1 hT.2
  have hle : screening c m S μ ≤ screening c m T μ :=
    Finset.sum_le_sum_of_subset_of_nonneg hST
      fun f hf _ => mul_nonneg (hc f hf).le (le_max_left _ _)
  by_contra hn
  have := screening_lt hc hm hS.1 (not_le.mp hn) (by linarith)
  linarith

/-- For `α > 0` and a nonempty finite set of fermions with positive weights and masses, there is
exactly one Landau pole. -/
theorem existsUnique_landauPole (hα : 0 < α) (hne : S.Nonempty) (hc : ∀ f ∈ S, 0 < c f)
    (hm : ∀ f ∈ S, 0 < m f) : ∃! μ, IsLandauPole α c m S μ := by
  have hK : 0 < 3 * π / (2 * α) := by positivity
  obtain ⟨e, he, hmin⟩ := Finset.exists_min_image S m hne
  have hme := hm e he
  have hce := hc e he
  have hx : 0 ≤ 3 * π / (2 * α) / c e := div_nonneg hK.le hce.le
  -- no screening at the lightest mass
  have hlow : screening c m S (m e) = 0 := Finset.sum_eq_zero fun f hf => by
    rw [max_eq_left (Real.log_nonpos (div_nonneg hme.le (hm f hf).le)
      ((div_le_one (hm f hf)).2 (hmin f hf))), mul_zero]
  -- the lightest fermion alone screens enough at a high scale
  have hhigh : 3 * π / (2 * α) ≤
      screening c m S (m e * Real.exp (3 * π / (2 * α) / c e)) := by
    have h1 : c e * max 0 (Real.log (m e * Real.exp (3 * π / (2 * α) / c e) / m e))
        = 3 * π / (2 * α) := by
      rw [mul_div_cancel_left₀ _ hme.ne', Real.log_exp, max_eq_right hx]
      field_simp
    exact h1.symm.le.trans (Finset.single_le_sum
      (f := fun f => c f * max 0 (Real.log (m e * Real.exp (3 * π / (2 * α) / c e) / m f)))
      (fun f hf => mul_nonneg (hc f hf).le (le_max_left _ _)) he)
  have hcont : ContinuousOn (screening c m S)
      (Set.Icc (m e) (m e * Real.exp (3 * π / (2 * α) / c e))) := by
    unfold screening
    refine continuousOn_finsetSum S fun f hf => continuousOn_const.mul ?_
    exact (continuous_const.max continuous_id).comp_continuousOn
      (ContinuousOn.log (continuousOn_id.div_const _)
        fun x hx => (div_pos (hme.trans_le hx.1) (hm f hf)).ne')
  obtain ⟨μ, hμ, hs⟩ := intermediate_value_Icc
    (le_mul_of_one_le_right hme.le (Real.one_le_exp hx)) hcont ⟨hlow.le.trans hK.le, hhigh⟩
  have hp : IsLandauPole α c m S μ :=
    ⟨hme.trans_le hμ.1, (invCoupling_eq_zero_iff hα.ne').2 hs⟩
  exact ⟨μ, hp, fun ν hν => le_antisymm
    (landauPole_antitone hα hc hm subset_rfl hp hν)
    (landauPole_antitone hα hc hm subset_rfl hν hp)⟩

/-- For `α > 0` and positive weights and masses, enlarging `S` to `T` leaves the Landau pole in
place exactly when every added fermion is at least as heavy as the pole of `S`. -/
theorem landauPole_eq_iff (hα : 0 < α) (hc : ∀ f ∈ T, 0 < c f) (hm : ∀ f ∈ T, 0 < m f)
    (hST : S ⊆ T) (hS : IsLandauPole α c m S μ) (hT : IsLandauPole α c m T ν) :
    ν = μ ↔ ∀ f ∈ T, f ∉ S → μ ≤ m f := by
  have h1 := (invCoupling_eq_zero_iff hα.ne').1 hS.2
  have h2 := (invCoupling_eq_zero_iff hα.ne').1 hT.2
  constructor
  · intro h f hf hfS
    rw [h] at h2
    by_contra hn
    -- an added fermion below the pole would screen strictly more
    have hlt : screening c m S μ < screening c m T μ :=
      Finset.sum_lt_sum_of_subset hST hf hfS
        (mul_pos (hc f hf) (lt_max_of_lt_right
          (Real.log_pos ((one_lt_div (hm f hf)).2 (not_le.mp hn)))))
        fun g hg _ => mul_nonneg (hc g hg).le (le_max_left _ _)
    linarith
  · intro h
    have heq : screening c m S μ = screening c m T μ :=
      Finset.sum_subset hST fun f hf hfS => by
        rw [max_eq_left (Real.log_nonpos (div_nonneg hS.1.le (hm f hf).le)
          ((div_le_one (hm f hf)).2 (h f hf hfS))), mul_zero]
    have hp : IsLandauPole α c m T μ :=
      ⟨hS.1, (invCoupling_eq_zero_iff hα.ne').2 (heq.symm.trans h1)⟩
    exact le_antisymm (landauPole_antitone hα hc hm subset_rfl hp hT)
      (landauPole_antitone hα hc hm subset_rfl hT hp)


/-- For `α > 0`, a single fermion of unit weight and mass `m_f > 0` has its Landau pole at
`m_f exp(3π/(2α))` and nowhere else. -/
theorem landauPole_single (hα : 0 < α) (f : ι) (hm : 0 < m f) :
    IsLandauPole α (fun _ => 1) m {f} μ ↔ μ = m f * Real.exp (3 * π / (2 * α)) := by
  have hK : 0 < 3 * π / (2 * α) := by positivity
  have hp : IsLandauPole α (fun _ => 1) m {f} (m f * Real.exp (3 * π / (2 * α))) := by
    refine ⟨by positivity, (invCoupling_eq_zero_iff hα.ne').2 ?_⟩
    unfold screening
    rw [Finset.sum_singleton, mul_div_cancel_left₀ _ hm.ne', Real.log_exp,
      max_eq_right hK.le, one_mul]
  constructor
  · intro h
    exact (existsUnique_landauPole hα (Finset.singleton_nonempty f) (fun _ _ => one_pos)
      (fun g hg => by rw [Finset.mem_singleton.1 hg]; exact hm)).unique h hp
  · intro h
    rw [h]
    exact hp

end

end LandauPoleThresholds
```

```lean
#print axioms LandauPoleThresholds.hasDerivAt_invCoupling
#print axioms LandauPoleThresholds.existsUnique_landauPole
#print axioms LandauPoleThresholds.landauPole_eq_iff
#print axioms LandauPoleThresholds.landauPole_single
```

```
'LandauPoleThresholds.hasDerivAt_invCoupling' depends on axioms: [propext, Classical.choice, Quot.sound]
'LandauPoleThresholds.existsUnique_landauPole' depends on axioms: [propext, Classical.choice, Quot.sound]
'LandauPoleThresholds.landauPole_eq_iff' depends on axioms: [propext, Classical.choice, Quot.sound]
'LandauPoleThresholds.landauPole_single' depends on axioms: [propext, Classical.choice, Quot.sound]
```

## From the sums to the lemmas

`hasDerivAt_invCoupling` treats one fermion at a time. `split_ifs` separates $m_f<\mu$ from the opposite case, where the assumption $\mu\ne m_f$ makes the inequality strict. In each case `congr_of_eventuallyEq` replaces the maximum by the linear function or the zero function that it equals near $t$. The derivatives are then summed, and `Finset.sum_filter` identifies the result with the sum over active fermions.

`invCoupling_eq_zero_iff` is the zero condition, and the later theorems work with `screening` through it.

`screening_lt` is strict growth. `Finset.exists_ne_zero_of_sum_ne_zero` extracts the active fermion from the positive sum, and `Finset.sum_lt_sum` combines its strict increase with the weak increase of all the terms.

`landauPole_antitone` obtains $L_S(\mu_S)\le L_T(\mu_S)$ from `Finset.sum_le_sum_of_subset_of_nonneg`, then assumes the wrong order and reaches the contradiction through `screening_lt`.

In `existsUnique_landauPole`, `Finset.exists_min_image` selects the lightest fermion. The facts `hlow` and `hhigh` are the two endpoint estimates; the second uses `Finset.single_le_sum` to bound the whole sum below by one term. Uniqueness is `landauPole_antitone` applied twice with both sets equal to `S`.

`landauPole_eq_iff` follows the two cases above. `Finset.sum_lt_sum_of_subset` gives the strict excess from a light added fermion, and `Finset.sum_subset` shows that the sums agree when all added terms vanish. `landauPole_single` checks that the stated scale is a pole and then appeals to uniqueness.

## The intermediate value theorem as an inclusion of sets

Existence comes from `intermediate_value_Icc`. For $a\le b$ and a function $g$ continuous on $[a,b]$, it states that

$$[g(a),g(b)]\subseteq g([a,b]).$$

In Lean an inclusion can be applied like a function: given a proof that a value lies in the left set, it returns a proof that the value lies in the right one. Here $g$ is `screening c m S`, the endpoints are $m_e$ and $M$, and the value is $K$. The pair `⟨hlow.le.trans hK.le, hhigh⟩` proves $g(m_e)\le K\le g(M)$, which is membership in the left set.

Membership in the image means that some point of the interval is mapped to $K$. The pattern `⟨μ, hμ, hs⟩` unpacks this into the scale, its place in the interval, and the equation $L_S(\mu)=K$. The place in the interval also yields $\mu\ge m_e>0$, the positivity that `IsLandauPole` asks for.

The theorem needs continuity only on $[m_e,M]$, and `hcont` proves just that. On this interval each ratio $\mu/m_f$ is positive, so the logarithm is continuous, and taking the maximum with zero, multiplying by $c_f$ and summing all preserve continuity.
